# A bond-dimension-3 matrix product for the sum of the two Majumdar–Ghosh singlet coverings of an even ring

Adding the two ways of covering an even ring of spins-1/2 with nearest-neighbour singlets requires a direction for every bond, because a singlet changes sign when its two spins are exchanged. Here every bond points the same way round the ring, from site \(i\) to site \(i+1\), and the last one points from site \(N-1\) to site 0. A translation by one site then exchanges the two coverings without a sign. Their sum is translation invariant, as is a periodic matrix product with the same tensors on every site.

The problem is to show that one such matrix product, with \(3\times3\) matrices, reproduces this sum amplitude by amplitude. Write \(s_i\in\{0,1\}\) for the spin at site \(i\), with 0 for up and 1 for down, and let \(\varepsilon(0,1)=1\), \(\varepsilon(1,0)=-1\), \(\varepsilon(0,0)=\varepsilon(1,1)=0\). For every even \(N\ge2\) the claim is

\[
\operatorname{tr}\left(A^{s_0}A^{s_1}\cdots A^{s_{N-1}}\right)=\prod_{k=0}^{N/2-1}\varepsilon(s_{2k},s_{2k+1})+\prod_{k=0}^{N/2-1}\varepsilon(s_{2k+1},s_{2k+2}),
\]

with site labels taken modulo \(N\).

```lean
import Mathlib

open Matrix

namespace MajumdarGhoshMPS

noncomputable section
```

## Tensors, singlets and the ring

Let \(E_{ij}\) be the \(3\times3\) matrix with a single 1 in row \(i\), column \(j\), where \(i,j\in\{0,1,2\}\) label the bond states. These are not spin values, although both use the labels 0 and 1. The site tensors are

\[
A^0=E_{01}-E_{20},\qquad A^1=E_{02}+E_{10}.
\]

In Lean, `Fin 2` is the type of a spin value and `tensor a` is \(A^a\).

```lean
/-- The site tensors of the matrix product state: `A^0 = E_01 - E_20` and `A^1 = E_02 + E_10`. -/
def tensor : Fin 2 → Matrix (Fin 3) (Fin 3) ℂ :=
  ![Matrix.single 0 1 1 - Matrix.single 2 0 1, Matrix.single 0 2 1 + Matrix.single 1 0 1]
```

Both tensors connect bond state 0 with the other two and never link those two to each other. The projector \(P=E_{00}\) therefore organises the calculation. Its Lean name, `hub`, is not a textbook term.

```lean
/-- The projector `E_00` on the bond state 0. -/
def hub : Matrix (Fin 3) (Fin 3) ℂ := Matrix.single 0 0 1
```

The function \(\varepsilon\) is called `singlet`. The normalised singlet has amplitudes \(\varepsilon(a,b)/\sqrt2\); the code leaves out the factor \(1/\sqrt2\).

```lean
/-- The unnormalised singlet amplitude of two spins: `eps(0,1) = 1`, `eps(1,0) = -1`,
and zero for equal spins. -/
def singlet (a b : Fin 2) : ℂ := !![0, 1; -1, 0] a b
```

For a sequence of spins \(t_0,t_1,\dots\), the open product over the first \(N\) sites is

\[
W_N=A^{t_0}A^{t_1}\cdots A^{t_{N-1}}.
\]

The sequence `t` is defined on all natural numbers, but `word t N` reads only its first \(N\) entries.

```lean
/-- The ordered product of the tensors on the first `N` sites of a spin sequence. -/
def word (t : ℕ → Fin 2) (N : ℕ) : Matrix (Fin 3) (Fin 3) ℂ :=
  ((List.range N).map fun i => tensor (t i)).prod
```

A configuration on the ring is a function `s : ZMod N → Fin 2`, which assigns a spin to each site label modulo \(N\). Its amplitude, the coefficient of \(|s_0s_1\cdots s_{N-1}\rangle\), is the trace of the open product.

```lean
/-- The periodic trace amplitude of a spin configuration on a ring of `N` sites. -/
def amplitude (N : ℕ) (s : ZMod N → Fin 2) : ℂ :=
  (word (fun i => s (i : ZMod N)) N).trace
```

A covering is a product of \(N/2\) singlet amplitudes, and its argument `a` is the site at which the first singlet starts. For even \(N\), the value 0 gives the bonds \((0,1),(2,3),\dots,(N-2,N-1)\), and the value 1 gives the other set, which ends with \((N-1,0)\). The closing bond needs no separate case, since the label \(N\) becomes 0 in `ZMod N`.

```lean
/-- For even `N`, the unnormalised amplitude of the covering of the ring by `N / 2`
nearest-neighbour singlets, the first of which sits on the sites `a` and `a + 1`. -/
def singletCovering (N a : ℕ) (s : ZMod N → Fin 2) : ℂ :=
  ∏ k ∈ Finset.range (N / 2),
    singlet (s ((2 * k + a : ℕ) : ZMod N)) (s ((2 * k + a + 1 : ℕ) : ZMod N))
```

## Two neighbouring tensors

Written out, the first tensor is

\[
A^0=\begin{pmatrix}0&1&0\\0&0&0\\-1&0&0\end{pmatrix}.
\]

```lean
private lemma tensor_zero : tensor 0 = !![0, 1, 0; 0, 0, 0; -1, 0, 0] := by
  ext i j; fin_cases i <;> fin_cases j <;> simp [tensor, Matrix.single]
```

The second is

\[
A^1=\begin{pmatrix}0&0&1\\1&0&0\\0&0&0\end{pmatrix}.
\]

```lean
private lemma tensor_one : tensor 1 = !![0, 0, 1; 1, 0, 0; 0, 0, 0] := by
  ext i j; fin_cases i <;> fin_cases j <;> simp [tensor, Matrix.single]
```

The projector has a single nonzero entry, in the upper left corner.

```lean
private lemma hub_eq : hub = !![1, 0, 0; 0, 0, 0; 0, 0, 0] := by
  ext i j; fin_cases i <;> fin_cases j <;> simp [hub, Matrix.single]
```

Let \(e_0\) be the column vector of bond state 0. Define the row \(r_a=e_0^{T}A^a\) and the column \(c_a=A^ae_0\):

\[
r_0=(0,1,0),\quad r_1=(0,0,1),\quad c_0=(0,0,-1)^T,\quad c_1=(0,1,0)^T.
\]

Then \(A^a=e_0r_a+c_ae_0^T\), with \(r_ae_0=0\) and \(e_0^Tc_a=0\). The four products of a row with a column are \(r_0c_0=0\), \(r_0c_1=1\), \(r_1c_0=-1\) and \(r_1c_1=0\), so \(r_ac_b=\varepsilon(a,b)\). Multiplying two tensors gives

\[
A^aA^b=(e_0r_a+c_ae_0^T)(e_0r_b+c_be_0^T)=\varepsilon(a,b)\,P+c_ar_b .
\]

Since \(A^aPA^b=c_ar_b\), this is

\[
A^aA^b=\varepsilon(a,b)\,P+A^aPA^b .
\]

In the first term the two spins form a singlet. In the second, the bond between them is in state 0, and each spin is left to pair with its outer neighbour. Lean reaches the identity by enumeration: `Fin.forall_fin_two` splits it into the four choices of \(a,b\), and `fin_cases` with `simp` compares the nine matrix entries in each.

```lean
/-- Two neighbouring tensors either form a singlet between bond states 0, or pass through
the bond state 0 in the middle. -/
theorem tensor_mul (a b : Fin 2) :
    tensor a * tensor b = singlet a b • hub + tensor a * hub * tensor b := by
  revert a b
  simp only [Fin.forall_fin_two, tensor_zero, tensor_one, hub_eq]
  refine ⟨⟨?_, ?_⟩, ⟨?_, ?_⟩⟩ <;> ext i j <;> fin_cases i <;> fin_cases j <;>
    simp [singlet, Matrix.mul_apply, Fin.sum_univ_succ]
```

With projectors on both outer bonds, only the singlet amplitude is left:

\[
PA^aA^bP=e_0(r_ac_b)e_0^T=\varepsilon(a,b)\,P .
\]

The same enumeration checks it.

```lean
/-- Between two bond states 0, a pair of tensors gives the singlet amplitude. -/
theorem hub_pair (a b : Fin 2) : hub * tensor a * tensor b * hub = singlet a b • hub := by
  revert a b
  simp only [Fin.forall_fin_two, tensor_zero, tensor_one, hub_eq]
  refine ⟨⟨?_, ?_⟩, ⟨?_, ?_⟩⟩ <;> ext i j <;> fin_cases i <;> fin_cases j <;>
    simp [singlet, Matrix.mul_apply, Fin.sum_univ_succ]
```

A single tensor cannot lead from bond state 0 back to bond state 0, because \(r_ae_0=0\):

\[
PA^aP=0 .
\]

```lean
private lemma hub_odd (a : Fin 2) : hub * tensor a * hub = 0 := by
  revert a
  simp only [Fin.forall_fin_two, tensor_zero, tensor_one, hub_eq]
  refine ⟨?_, ?_⟩ <;> ext i j <;> fin_cases i <;> fin_cases j <;>
    simp [Matrix.mul_apply, Fin.sum_univ_succ]
```

The projector also satisfies \(P^2=P\).

```lean
private lemma hub_sq : hub * hub = hub := by
  simp [hub]
```

Its trace is 1.

```lean
private lemma trace_hub : hub.trace = 1 := by
  simp [hub_eq, Matrix.trace, Fin.sum_univ_succ]
```

The trace of the second term joins its two outer spins in the opposite order:

\[
\operatorname{tr}(A^aPA^b)=\operatorname{tr}(c_ar_b)=r_bc_a=\varepsilon(b,a).
\]

This reversal will give the closing bond its direction, from the last site to the first.

```lean
private lemma trace_open (a b : Fin 2) : (tensor a * hub * tensor b).trace = singlet b a := by
  revert a b
  simp only [Fin.forall_fin_two, tensor_zero, tensor_one, hub_eq]
  refine ⟨⟨?_, ?_⟩, ⟨?_, ?_⟩⟩ <;>
    simp [singlet, Matrix.trace, Fin.sum_univ_succ]
```

The antisymmetry of the singlet, \(\varepsilon(a,b)+\varepsilon(b,a)=0\), is used for the ring of two sites.

```lean
private lemma singlet_add_swap (a b : Fin 2) : singlet a b + singlet b a = 0 := by
  fin_cases a <;> fin_cases b <;> simp [singlet]
```

## Growing the chain by two sites

The open product starts from the identity matrix, \(W_0=1\).

```lean
private lemma word_zero (t : ℕ → Fin 2) : word t 0 = 1 := by simp [word]
```

Each further site multiplies it on the right by one tensor, \(W_{N+1}=W_NA^{t_N}\).

```lean
private lemma word_succ (t : ℕ → Fin 2) (N : ℕ) :
    word t (N + 1) = word t N * tensor (t N) := by
  simp [word, List.range_succ]
```

Two sites together give \(W_{N+2}=W_N\,(A^{t_N}A^{t_{N+1}})\).

```lean
private lemma word_add_two (t : ℕ → Fin 2) (N : ℕ) :
    word t (N + 2) = word t N * (tensor (t N) * tensor (t (N + 1))) := by
  rw [show N + 2 = N + 1 + 1 from rfl, word_succ, word_succ, mul_assoc]
```

Suppose the product so far has the form \(pP+qA^aPA^b\), with complex numbers \(p,q\), first spin \(a\) and last spin \(b\). Append spins \(c,d\) and insert \(A^cA^d=\varepsilon(c,d)P+A^cPA^d\). Four terms arise:

\[
\begin{aligned}
pP\cdot\varepsilon(c,d)P&=p\,\varepsilon(c,d)\,P,\\
pP\cdot A^cPA^d&=p\,(PA^cP)A^d=0,\\
qA^aPA^b\cdot\varepsilon(c,d)P&=q\,\varepsilon(c,d)\,A^a(PA^bP)=0,\\
qA^aPA^b\cdot A^cPA^d&=q\,A^a(PA^bA^cP)A^d=q\,\varepsilon(b,c)\,A^aPA^d .
\end{aligned}
\]

The first pattern gains a singlet on the new pair. The second gains one on the old last spin and the first new spin, and \(d\) becomes its unpaired end. The patterns do not mix. In the Lean proof, `h1` and `h2` are the two vanishing products without their scalar factors, and `h3` is the last line without the factor \(q\); `module` collects the coefficients.

```lean
/-- Appending two sites `c`, `d` extends each of the two singlet patterns by one singlet. -/
theorem append_pair (p q : ℂ) (a b c d : Fin 2) :
    (p • hub + q • (tensor a * hub * tensor b)) * (tensor c * tensor d) =
      (p * singlet c d) • hub + (q * singlet b c) • (tensor a * hub * tensor d) := by
  -- the two patterns do not mix
  have h1 : hub * (tensor c * hub * tensor d) = 0 := by
    rw [← mul_assoc, ← mul_assoc, hub_odd, zero_mul]
  have h2 : tensor a * hub * tensor b * hub = 0 := by
    have h : tensor a * hub * tensor b * hub = tensor a * (hub * tensor b * hub) := by
      simp only [mul_assoc]
    rw [h, hub_odd, mul_zero]
  -- the shifted pattern gains the singlet on `b`, `c`
  have h3 : tensor a * hub * tensor b * (tensor c * hub * tensor d) =
      singlet b c • (tensor a * hub * tensor d) := by
    have h : tensor a * hub * tensor b * (tensor c * hub * tensor d) =
        tensor a * (hub * tensor b * tensor c * hub) * tensor d := by
      simp only [mul_assoc]
    rw [h, hub_pair, mul_smul_comm, smul_mul_assoc]
  rw [tensor_mul c d]
  simp only [add_mul, mul_add, smul_mul_assoc, mul_smul_comm, h1, h2, h3, hub_sq]
  module
```

Repeating this step gives the open product over \(2(n+1)\) sites, for every \(n\ge0\):

\[
W_{2(n+1)}=\prod_{k=0}^{n}\varepsilon(t_{2k},t_{2k+1})\;P+\prod_{k=0}^{n-1}\varepsilon(t_{2k+1},t_{2k+2})\;A^{t_0}PA^{t_{2n+1}} .
\]

For \(n=0\) the second product is empty and equals 1, and the formula is the two-tensor identity. For the induction step, take \(a=t_0\), \(b=t_{2n+1}\), \(c=t_{2n+2}\) and \(d=t_{2n+3}\) in the calculation above. The Lean induction has these two cases, and `Finset.prod_range_succ` splits off the last factor of each product so that it matches the singlet just gained.

```lean
/-- The open product over `2(n+1)` sites is a sum of two terms, one for each way of pairing
neighbouring spins; in the second the two end spins stay unpaired. -/
theorem word_even (t : ℕ → Fin 2) (n : ℕ) :
    word t (2 * (n + 1)) =
      (∏ k ∈ Finset.range (n + 1), singlet (t (2 * k)) (t (2 * k + 1))) • hub +
      (∏ k ∈ Finset.range n, singlet (t (2 * k + 1)) (t (2 * (k + 1)))) •
        (tensor (t 0) * hub * tensor (t (2 * n + 1))) := by
  induction n with
  | zero =>
    have h : word t (2 * (0 + 1)) = tensor (t 0) * tensor (t 1) := by
      rw [show 2 * (0 + 1) = 0 + 2 from rfl, word_add_two]
      simp [word_zero]
    rw [h, tensor_mul]
    simp
  | succ n ih =>
    rw [show 2 * (n + 1 + 1) = 2 * (n + 1) + 2 by ring, word_add_two, ih, append_pair,
      Finset.prod_range_succ _ (n + 1),
      Finset.prod_range_succ (fun k => singlet (t (2 * k + 1)) (t (2 * (k + 1)))) n]
```

## Closing the ring

Put \(N=2(n+1)\) and \(t_i=s_i\), and take the trace. The first term contributes its coefficient, because \(\operatorname{tr}P=1\). The second acquires the factor

\[
\operatorname{tr}(A^{s_0}PA^{s_{N-1}})=\varepsilon(s_{N-1},s_0),
\]

which is the bond missing from the shifted covering. Hence

\[
\operatorname{tr}W_N=\prod_{k=0}^{n}\varepsilon(s_{2k},s_{2k+1})+\varepsilon(s_{N-1},s_0)\prod_{k=0}^{n-1}\varepsilon(s_{2k+1},s_{2k+2}),
\]

and this is the claim. On four sites in the configuration 0101, for example, both coverings contribute 1. The matrices agree: \((A^0A^1)^2=(E_{00}-E_{22})^2=E_{00}+E_{22}\) has trace 2.

The theorem `amplitude_eq_sum_coverings` says that for every natural number \(N\) that is even (`hN`) and at least 2 (`h2`), and for every configuration `s`, the periodic amplitude equals the covering starting at site 0 plus the covering starting at site 1. Among even \(N\), `h2` excludes only \(N=0\), where the trace of the identity is 3 while the two empty products add up to 2.

In the proof, `hz` identifies site \(N\) with site 0, `heven` rewrites the first covering, and `hodd` separates the closing bond from the second. The final `simp only` takes the trace of the open formula.

```lean
/-- **Majumdar-Ghosh matrix product state.** On a ring of even length `N ≥ 2` the periodic
trace amplitude is the sum of the two nearest-neighbour singlet-covering amplitudes. -/
theorem amplitude_eq_sum_coverings {N : ℕ} (hN : Even N) (h2 : 2 ≤ N) (s : ZMod N → Fin 2) :
    amplitude N s = singletCovering N 0 s + singletCovering N 1 s := by
  obtain ⟨n, rfl⟩ : ∃ n, N = 2 * (n + 1) := by
    obtain ⟨m, hm⟩ := hN
    exact ⟨m - 1, by omega⟩
  have hdiv : 2 * (n + 1) / 2 = n + 1 := by omega
  -- the site after the last one is site 0
  have hz : ((2 * n + 1 + 1 : ℕ) : ZMod (2 * (n + 1))) = ((0 : ℕ) : ZMod (2 * (n + 1))) := by
    rw [show 2 * n + 1 + 1 = 2 * (n + 1) by ring, ZMod.natCast_self, Nat.cast_zero]
  have heven : singletCovering (2 * (n + 1)) 0 s = ∏ k ∈ Finset.range (n + 1),
      singlet (s ((2 * k : ℕ) : ZMod (2 * (n + 1))))
        (s ((2 * k + 1 : ℕ) : ZMod (2 * (n + 1)))) := by
    simp only [singletCovering, hdiv, add_zero]
  have hodd : singletCovering (2 * (n + 1)) 1 s = (∏ k ∈ Finset.range n,
      singlet (s ((2 * k + 1 : ℕ) : ZMod (2 * (n + 1))))
        (s ((2 * (k + 1) : ℕ) : ZMod (2 * (n + 1))))) *
      singlet (s ((2 * n + 1 : ℕ) : ZMod (2 * (n + 1))))
        (s ((0 : ℕ) : ZMod (2 * (n + 1)))) := by
    rw [singletCovering, hdiv, Finset.prod_range_succ]
    exact congrArg₂ HMul.hMul rfl (by rw [hz])
  rw [heven, hodd]
  simp only [amplitude, word_even, Matrix.trace_add, Matrix.trace_smul, trace_hub,
    trace_open, smul_eq_mul, mul_one]
```

The theorem concerns amplitudes and contains no Hamiltonian. To read the result as a ground state of a spin chain, one needs the separate fact that both coverings are ground states of the Majumdar–Ghosh model, the antiferromagnetic Heisenberg ring with Hamiltonian \(J\sum_i(\mathbf S_i\cdot\mathbf S_{i+1}+\tfrac12\,\mathbf S_i\cdot\mathbf S_{i+2})\), where \(J>0\), \(\mathbf S_i\) is the spin operator at site \(i\), and \(i\) runs over all \(N\) sites. (On four sites this sum counts each diagonal pair twice.) For tensor-network simulation, the theorem supplies closed-form amplitudes with which a periodic contraction can be compared, for this one state on finite even rings.

The amplitudes are unnormalised. Each covering has norm \(2^{N/4}\), one factor \(\sqrt2\) per singlet. The two coverings also overlap: with \(\varepsilon\) read as a \(2\times2\) matrix, their unnormalised inner product is \(\operatorname{tr}\varepsilon^N=2(-1)^{N/2}\). The squared norm of the sum is therefore

\[
2^{N/2+1}+4(-1)^{N/2}.
\]

For even \(N\ge4\) this is positive, and dividing the amplitudes by its square root normalises the state. The norm is a supplementary calculation and has not been formalised.

## Cancellation on two sites

At \(N=2\) the squared norm is zero. The two coverings use the same pair of spins in opposite directions, so for every configuration

\[
\operatorname{tr}(A^{s_0}A^{s_1})=\varepsilon(s_0,s_1)+\varepsilon(s_1,s_0)=0 .
\]

The matrix product thus represents the zero vector on the smallest ring that the theorem allows, although each covering alone is a proper singlet. The Lean proof takes the trace of the two-tensor identity and finishes with `singlet_add_swap`.

```lean
/-- On the ring of two sites every periodic trace amplitude vanishes. -/
theorem amplitude_two (s : ZMod 2 → Fin 2) : amplitude 2 s = 0 := by
  -- the open product on two sites is the product of the two site tensors
  have h : word (fun i => s (i : ZMod 2)) 2 = _ := word_add_two _ 0
  rw [amplitude, h, word_zero, one_mul, tensor_mul, Matrix.trace_add, Matrix.trace_smul,
    trace_hub, trace_open, smul_eq_mul, mul_one]
  exact singlet_add_swap _ _

end

end MajumdarGhoshMPS
```

```lean
#print axioms MajumdarGhoshMPS.amplitude_eq_sum_coverings
#print axioms MajumdarGhoshMPS.amplitude_two
```

```
'MajumdarGhoshMPS.amplitude_eq_sum_coverings' depends on axioms: [propext, Classical.choice, Quot.sound]
'MajumdarGhoshMPS.amplitude_two' depends on axioms: [propext, Classical.choice, Quot.sound]
```
